# The generating function of a sampled signal with finitely many modes is rational

A signal sampled at steps n = 0, 1, 2, … is a sum of M modes, c_n = ∑_j a_j z_j^n, where the amplitudes a_j and the factors z_j per step are any complex numbers. The theorem says that the generating function ∑_n c_n x^n, multiplied by ∏_j (1 − z_j x), equals the polynomial ∑_j a_j ∏_{i≠j} (1 − z_i x). This is an identity of formal power series, so it holds order by order in x and needs no convergence; nor need the z_j be distinct. The attempt shows that each single mode gives a geometric series with inverse 1 − z_j x, writes the signal's series as a sum over modes, and compares the two sides mode by mode.

The failing Lean file:

```lean
import Mathlib

open Polynomial

namespace RealTimePade

noncomputable section

/-- The sampled signal `c_n = ∑ j, a_j z_j ^ n` with `M` modes. -/
def signal {M : ℕ} (a z : Fin M → ℂ) (n : ℕ) : ℂ := ∑ j, a j * z j ^ n

/-- The polynomial `∏ j, (1 - z_j x)`. -/
def denom {M : ℕ} (z : Fin M → ℂ) : ℂ[X] := ∏ j, (1 - C (z j) * X)

/-- The polynomial `∑ j, a_j ∏ i ≠ j, (1 - z_i x)`. -/
def numer {M : ℕ} (a z : Fin M → ℂ) : ℂ[X] :=
  ∑ j, C (a j) * ∏ i ∈ Finset.univ.erase j, (1 - C (z i) * X)

/-- The generating function of the signal is a rational function: multiplied by
`∏ j, (1 - z_j x)` it equals the polynomial `numer a z` in all orders. -/
theorem denom_mul_signal {M : ℕ} (a z : Fin M → ℂ) :
    (denom z : PowerSeries ℂ) * PowerSeries.mk (signal a z) = (numer a z : PowerSeries ℂ) := by
  -- a single mode is a geometric series
  have geom : ∀ w : ℂ, ((1 - C w * X : ℂ[X]) : PowerSeries ℂ) *
      PowerSeries.mk (fun n => w ^ n) = 1 := by
    intro w
    ext n
    rw [Polynomial.coe_sub, Polynomial.coe_one, Polynomial.coe_mul, Polynomial.coe_C,
      Polynomial.coe_X, sub_mul, one_mul, mul_assoc, map_sub, PowerSeries.coeff_C_mul]
    cases n with
    | zero =>
      rw [PowerSeries.coeff_zero_X_mul, PowerSeries.coeff_mk, PowerSeries.coeff_one]
      simp
    | succ n =>
      rw [PowerSeries.coeff_succ_X_mul, PowerSeries.coeff_mk, PowerSeries.coeff_mk,
        PowerSeries.coeff_one]
      simp [pow_succ']
  have hs : PowerSeries.mk (signal a z) =
      ∑ j, ((C (a j) : ℂ[X]) : PowerSeries ℂ) * PowerSeries.mk (fun n => z j ^ n) := by
    ext n
    simp [signal, PowerSeries.coeff_C_mul]
  have hn : (numer a z : PowerSeries ℂ) = ∑ j, ((C (a j) *
      ∏ i ∈ Finset.univ.erase j, (1 - C (z i) * X) : ℂ[X]) : PowerSeries ℂ) :=
    map_sum (Polynomial.coeToPowerSeries.ringHom (R := ℂ)) _ _
  rw [hs, hn, Finset.mul_sum]
  refine Finset.sum_congr rfl fun j _ => ?_
  have hd : denom z = (1 - C (z j) * X) * ∏ i ∈ Finset.univ.erase j, (1 - C (z i) * X) :=
    (Finset.mul_prod_erase _ _ (Finset.mem_univ j)).symm
  rw [hd, Polynomial.coe_mul, Polynomial.coe_mul]
  linear_combination (((C (a j) : ℂ[X]) : PowerSeries ℂ) *
    ((∏ i ∈ Finset.univ.erase j, (1 - C (z i) * X) : ℂ[X]) : PowerSeries ℂ)) * geom (z j)

end

end RealTimePade
```

Messages:

```
Main.lean:44:4: error: Type mismatch
  map_sum coeToPowerSeries.ringHom ?m.284 ?m.285
has type
  coeToPowerSeries.ringHom (∑ x ∈ ?m.285, ?m.284 x) = ∑ x ∈ ?m.285, coeToPowerSeries.ringHom (?m.284 x)
but is expected to have type
  ↑(numer a z) = ∑ j, ↑(C (a j) * ∏ i ∈ Finset.univ.erase j, (1 - C (z i) * X))
```

Cause. The one error is in `hn`, which says that turning `numer a z` into a power series can be done term by term. The proof offered was `map_sum` for the ring homomorphism `coeToPowerSeries.ringHom`. That gives an equation about this homomorphism applied to a sum, while the goal is written with the coercion `↑` and has `numer a z` still folded. Lean did not match the two forms, and the function and index set of the sum stayed undetermined, as `?m.284` and `?m.285` show. The message doesn't say which unfolding step stopped the match.

The repair no longer uses the homomorphism. `ext n` reduces the goal to equality of the n-th coefficients, and `simp only` then unfolds `numer`. `Polynomial.coeff_coe` replaces coefficients of coerced polynomials by ordinary polynomial coefficients. On the right, `map_sum` takes the power-series coefficient inside the sum; on the left, `finsetSum_coeff` does the same for the polynomial coefficient. Both sides are then the same sum.

As a diff, the version that Lean accepts:

```diff
@@ -41,6 +41,7 @@
     simp [signal, PowerSeries.coeff_C_mul]
   have hn : (numer a z : PowerSeries ℂ) = ∑ j, ((C (a j) *
-      ∏ i ∈ Finset.univ.erase j, (1 - C (z i) * X) : ℂ[X]) : PowerSeries ℂ) :=
-    map_sum (Polynomial.coeToPowerSeries.ringHom (R := ℂ)) _ _
+      ∏ i ∈ Finset.univ.erase j, (1 - C (z i) * X) : ℂ[X]) : PowerSeries ℂ) := by
+    ext n
+    simp only [numer, map_sum, Polynomial.coeff_coe, finsetSum_coeff]
   rw [hs, hn, Finset.mul_sum]
   refine Finset.sum_congr rfl fun j _ => ?_
```
